# At fixed temperature and frequency, the variance of the harmonic virial estimator is bounded for every number of beads

A path-integral simulation replaces a quantum particle by a ring of $P$ beads, and $P$ is raised until the discretisation error is small enough. Does the energy estimate become noisier as beads are added? For the primitive (thermodynamic) estimator the variance grows with $P$. For the virial estimator of a harmonic oscillator it stays bounded.

## The bound and the sampling budget

Set $\hbar=1$, let $\beta>0$ be the inverse temperature and $\omega>0$ the oscillator frequency. For $k=0,\dots,P-1$ define

$$w_k=\frac{2P}{\beta}\sin\frac{\pi k}{P},\qquad r_k=\frac{\omega^2}{\omega^2+w_k^2},\qquad A=\frac1\beta\sum_{k=0}^{P-1} r_kX_k^2 ,$$

where $w_k$ are the free ring-polymer frequencies and the $X_k$ are independent standard normals. Then, for every $P\ge1$,

$$\frac{2}{\beta^2}\le\operatorname{Var}A\le\frac{2}{\beta^2}\left(1+\frac{(\beta\omega)^4}{100}\right).$$

In this harmonic model, a number of independent samples chosen from the upper bound gives the same guaranteed standard error at every $P$. A code that draws the normal modes directly can also compare its sample variance with the exact formula below.

The estimator comes from the virial energy $m\omega^2q^2$, averaged over the beads, for a particle of mass $m$ at position $q$. In orthonormal normal modes, the amplitude of mode $k$ has thermal variance $P/[\beta m(\omega^2+w_k^2)]$. Writing it as the square root of this variance times $X_k$ gives $A$, and the mass cancels.

## From Gaussian moments to a bound without $P$

**Variance of one mode.** The moment generating function of a standard normal $X$ is $M(t)=e^{t^2/2}$, with

$$M''=(1+t^2)M,\qquad M''''=(3+6t^2+t^4)M .$$

At $t=0$ these give $E[X^2]=1$ and $E[X^4]=3$, so $\operatorname{Var}(X^2)=3-1=2$.

**Sum over modes.** By independence the variances add:

$$\operatorname{Var}A=\frac{2}{\beta^2}\sum_{k=0}^{P-1}r_k^2 .$$

The centroid has $w_0=0$ and $r_0=1$. The other terms are nonnegative, which gives the lower bound. For $P=1$ there are no other terms, and the variance is exactly $2/\beta^2$.

**Internal modes.** For $1\le k\le P-1$ put $j=\min(k,P-k)$, so that $\pi j/P\le\pi/2$. Since $\sin(\pi k/P)=\sin(\pi j/P)$ and $\sin x\ge 2x/\pi$ on $[0,\pi/2]$,

$$\beta w_k\ge 2P\cdot\frac{2j}{P}=4j .$$

Hence

$$r_k=\frac{(\beta\omega)^2}{(\beta\omega)^2+(\beta w_k)^2}\le\frac{(\beta\omega)^2}{16j^2},\qquad r_k^2\le\frac{(\beta\omega)^4}{256}\left(\frac1{k^4}+\frac1{(P-k)^4}\right).$$

**Inverse fourth powers.** For $n\ge1$, induction gives

$$\sum_{k=1}^n\frac1{k^4}\le\frac54-\frac1{4n}.$$

Equality holds at $n=1$. The step needs $1/(n+1)^4\le1/[4n(n+1)]$, that is $4n\le(n+1)^3$, which is true because $(n+1)^2\ge4$. Both sums over internal modes are therefore at most $5/4$, and

$$\sum_{k=1}^{P-1}r_k^2\le\frac{(\beta\omega)^4}{256}\cdot\frac52\le\frac{(\beta\omega)^4}{100}.$$

**Two beads.** For $P=2$, $w_1=4/\beta$ and $r_1=(\beta\omega)^2/[(\beta\omega)^2+16]$. As $\beta\omega\to0$, $r_1^2/(\beta\omega)^4\to1/256$, so no constant below $1/256$ can replace $1/100$.

## The Lean file

```lean
import Mathlib

open MeasureTheory ProbabilityTheory Finset

namespace BoundedVirialVariance

noncomputable section

/-- The free ring-polymer frequency `w_k = (2P/β) sin(πk/P)`. -/
def freq (β : ℝ) (P k : ℕ) : ℝ := 2 * P / β * Real.sin (Real.pi * k / P)

/-- The ratio `ω² / (ω² + w_k²)` of the physical to the total stiffness of mode `k`. -/
def modeRatio (β ω : ℝ) (P k : ℕ) : ℝ := ω ^ 2 / (ω ^ 2 + freq β P k ^ 2)

/-- The harmonic virial energy estimator as a function of the reduced mode amplitudes `x_k`. -/
def virialEstimator (β ω : ℝ) {P : ℕ} (x : Fin P → ℝ) : ℝ :=
  1 / β * ∑ k : Fin P, ω ^ 2 * x k ^ 2 / (ω ^ 2 + freq β P k ^ 2)

/-- The bead-averaged virial energy `m ω² q²`, written in normal modes scaled by their thermal
widths, is the virial estimator. -/
theorem virial_energy_normal_modes {β ω m : ℝ} (hβ : 0 < β) (hω : 0 < ω) (hm : 0 < m)
    {P : ℕ} (x : Fin P → ℝ) :
    1 / (P : ℝ) * ∑ k : Fin P,
      m * ω ^ 2 * (√(P / (β * m * (ω ^ 2 + freq β P k ^ 2))) * x k) ^ 2
      = virialEstimator β ω x := by
  unfold virialEstimator
  rw [Finset.mul_sum, Finset.mul_sum]
  refine Finset.sum_congr rfl fun k _ => ?_
  have hP : (0 : ℝ) < P := by exact_mod_cast k.pos
  have hD : 0 < ω ^ 2 + freq β P k ^ 2 := by positivity
  rw [mul_pow, Real.sq_sqrt (by positivity)]
  field_simp

/-- The second and fourth moments of a standard normal variable are 1 and 3. -/
theorem gaussian_moments :
    ∫ x, x ^ 2 ∂(gaussianReal 0 1) = 1 ∧ ∫ x, x ^ 4 ∂(gaussianReal 0 1) = 3 := by
  have hset : integrableExpSet id (gaussianReal 0 1) = Set.univ :=
    Set.eq_univ_of_forall fun t => integrable_exp_mul_gaussianReal t
  have hint : (0 : ℝ) ∈ interior (integrableExpSet id (gaussianReal 0 1)) := by
    rw [hset, interior_univ]; exact Set.mem_univ _
  have hm : mgf id (gaussianReal 0 1) = fun t : ℝ => Real.exp (t ^ 2 / 2) := by
    rw [mgf_id_gaussianReal]; funext t; simp
  -- moments are derivatives of the generating function at zero
  have m : ∀ n : ℕ, ∫ x, x ^ n ∂(gaussianReal 0 1)
      = iteratedDeriv n (fun t : ℝ => Real.exp (t ^ 2 / 2)) 0 := by
    intro n
    rw [← hm]
    exact (iteratedDeriv_mgf_zero hint n).symm
  have hE : ∀ t : ℝ, HasDerivAt (fun t : ℝ => Real.exp (t ^ 2 / 2))
      (t * Real.exp (t ^ 2 / 2)) t := by
    intro t
    have h : HasDerivAt (fun t : ℝ => t ^ 2 / 2) t t := by
      simpa using (hasDerivAt_pow 2 t).div_const 2
    exact h.exp.congr_deriv (mul_comm _ _)
  have hp : ∀ p p' : ℝ → ℝ, (∀ t, HasDerivAt p (p' t) t) →
      deriv (fun t => p t * Real.exp (t ^ 2 / 2))
        = fun t => (p' t + t * p t) * Real.exp (t ^ 2 / 2) := by
    intro p p' h
    funext t
    exact ((h t).fun_mul (hE t)).deriv.trans (by ring)
  have d1 : deriv (fun t : ℝ => Real.exp (t ^ 2 / 2))
      = fun t => t * Real.exp (t ^ 2 / 2) := funext fun t => (hE t).deriv
  have d2 : deriv (fun t : ℝ => t * Real.exp (t ^ 2 / 2))
      = fun t => (1 + t * t) * Real.exp (t ^ 2 / 2) :=
    hp (fun t => t) (fun _ => 1) (fun t => hasDerivAt_id' t)
  have d3 : deriv (fun t : ℝ => (1 + t * t) * Real.exp (t ^ 2 / 2))
      = fun t => (2 * t + t * (1 + t * t)) * Real.exp (t ^ 2 / 2) :=
    hp (fun t => 1 + t * t) (fun t => 2 * t) (fun t =>
      (((hasDerivAt_id' t).fun_mul (hasDerivAt_id' t)).const_add 1).congr_deriv (by ring))
  have d4 : deriv (fun t : ℝ => (2 * t + t * (1 + t * t)) * Real.exp (t ^ 2 / 2))
      = fun t => (3 + 3 * (t * t) + t * (2 * t + t * (1 + t * t))) * Real.exp (t ^ 2 / 2) :=
    hp (fun t => 2 * t + t * (1 + t * t)) (fun t => 3 + 3 * (t * t)) (fun t =>
      (((hasDerivAt_id' t).const_mul 2).fun_add ((hasDerivAt_id' t).fun_mul
        (((hasDerivAt_id' t).fun_mul (hasDerivAt_id' t)).const_add 1))).congr_deriv (by ring))
  constructor
  · rw [m 2, iteratedDeriv_eq_iterate]
    show deriv (deriv (fun t : ℝ => Real.exp (t ^ 2 / 2))) 0 = 1
    rw [d1, d2]; simp
  · rw [m 4, iteratedDeriv_eq_iterate]
    show deriv (deriv (deriv (deriv (fun t : ℝ => Real.exp (t ^ 2 / 2))))) 0 = 3
    rw [d1, d2, d3, d4]; simp

variable {Ω : Type*} [MeasurableSpace Ω] {μ : Measure Ω}

/-- The square of a standard normal variable is square-integrable and has variance 2. -/
theorem variance_sq_normal {X : Ω → ℝ} (hX : HasLaw X (gaussianReal 0 1) μ) :
    MemLp (fun a => X a ^ 2) 2 μ ∧ variance (fun a => X a ^ 2) μ = 2 := by
  obtain ⟨m2, m4⟩ := gaussian_moments
  have hmeas : Measurable (fun x : ℝ => x ^ 2) := by fun_prop
  have e : ∀ x : ℝ, (x ^ 2) ^ 2 = x ^ 4 := fun x => by ring
  have hi : Integrable (fun x : ℝ => x ^ 4) (gaussianReal 0 1) := by
    by_contra h
    rw [integral_undef h] at m4
    norm_num at m4
  have hL : MemLp (fun x : ℝ => x ^ 2) 2 (gaussianReal 0 1) := by
    rw [memLp_two_iff_integrable_sq hmeas.aestronglyMeasurable]
    simpa only [e] using hi
  have hv : variance (fun x : ℝ => x ^ 2) (gaussianReal 0 1) = 2 := by
    rw [variance_eq_sub hL]
    simp only [Pi.pow_apply, e]
    rw [m2, m4]; norm_num
  rw [← hX.map_eq] at hL hv
  constructor
  · exact (memLp_map_measure_iff hmeas.aestronglyMeasurable hX.aemeasurable).1 hL
  · rw [variance_map hmeas.aemeasurable hX.aemeasurable] at hv
    exact hv

/-- For independent standard normal amplitudes, the variance of the virial estimator is `(2/β²)`
times the sum of the squared mode ratios. -/
theorem virial_variance_eq (β ω : ℝ) {P : ℕ} {X : Fin P → Ω → ℝ}
    (hX : ∀ k, HasLaw (X k) (gaussianReal 0 1) μ) (hind : iIndepFun X μ) :
    variance (fun a => virialEstimator β ω (fun k => X k a)) μ
      = 2 / β ^ 2 * ∑ k ∈ range P, modeRatio β ω P k ^ 2 := by
  have hf : (fun a => virialEstimator β ω (fun k => X k a))
      = ∑ k : Fin P, fun a => modeRatio β ω P k / β * X k a ^ 2 := by
    funext a
    simp only [virialEstimator, Finset.sum_apply, Finset.mul_sum]
    refine Finset.sum_congr rfl fun k _ => ?_
    unfold modeRatio
    ring
  -- independence makes the variances of the modes add
  rw [hf, IndepFun.variance_sum
    (fun k _ => (variance_sq_normal (hX k)).1.const_mul (modeRatio β ω P k / β))
    (fun i _ j _ hij => (hind.indepFun hij).comp
      (φ := fun x : ℝ => modeRatio β ω P i / β * x ^ 2)
      (ψ := fun x : ℝ => modeRatio β ω P j / β * x ^ 2) (by fun_prop) (by fun_prop)),
    ← Fin.sum_univ_eq_sum_range (fun k => modeRatio β ω P k ^ 2) P, Finset.mul_sum]
  refine Finset.sum_congr rfl fun k _ => ?_
  have hs : (fun a => modeRatio β ω P k / β * X k a ^ 2)
      = (modeRatio β ω P k / β) • (fun a => X k a ^ 2) := rfl
  rw [hs, variance_smul, (variance_sq_normal (hX k)).2]
  ring

/-- Each internal ring-polymer frequency satisfies `β w_k ≥ 4 min(k, P - k)`. -/
theorem freq_lower {β : ℝ} (hβ : 0 < β) {P k : ℕ} (hkP : k < P) :
    4 * min (k : ℝ) (P - k) ≤ β * freq β P k := by
  have hP : (0 : ℝ) < P := by exact_mod_cast (Nat.zero_le k).trans_lt hkP
  have hk : (k : ℝ) < P := by exact_mod_cast hkP
  have hw : β * freq β P k = 2 * P * Real.sin (Real.pi * k / P) := by
    unfold freq; field_simp
  -- the chord lies below the sine on the first quarter period
  have key : ∀ j : ℝ, 0 ≤ j → 2 * j ≤ P → 4 * j ≤ 2 * P * Real.sin (Real.pi * j / P) := by
    intro j hj hjP
    have hs := Real.mul_le_sin (x := Real.pi * j / P) (by positivity) (by
      rw [div_le_div_iff₀ hP two_pos]
      nlinarith [mul_le_mul_of_nonneg_left hjP Real.pi_pos.le])
    have e : 4 * j = 2 * P * (2 / Real.pi * (Real.pi * j / P)) := by
      field_simp
      ring
    rw [e]
    exact mul_le_mul_of_nonneg_left hs (by positivity)
  rw [hw]
  rcases le_total (k : ℝ) (P - k) with h | h
  · rw [min_eq_left h]
    exact key k (Nat.cast_nonneg k) (by linarith)
  · rw [min_eq_right h]
    have h1 := key (P - k) (by linarith) (by linarith)
    have e : Real.pi * ((P : ℝ) - k) / P = Real.pi - Real.pi * k / P := by field_simp
    rwa [e, Real.sin_pi_sub] at h1

/-- Partial sums of the inverse fourth powers are at most `5/4`. -/
theorem sum_inv_fourth_le (n : ℕ) : ∑ k ∈ range n, 1 / ((k : ℝ) + 1) ^ 4 ≤ 5 / 4 := by
  have h : ∀ n : ℕ, ∑ k ∈ range (n + 1), 1 / ((k : ℝ) + 1) ^ 4
      ≤ 5 / 4 - 1 / (4 * ((n : ℝ) + 1)) := by
    intro n
    induction n with
    | zero => norm_num
    | succ n ih =>
      rw [Finset.sum_range_succ]
      push_cast
      have hx : (0 : ℝ) ≤ n := Nat.cast_nonneg n
      generalize (n : ℝ) = x at *
      have e : 1 / (4 * (x + 1)) - 1 / (4 * (x + 1 + 1))
          = 1 / (4 * ((x + 1) * (x + 1 + 1))) := by
        field_simp
        ring
      have hq : 0 ≤ x ^ 4 + 8 * x ^ 3 + 20 * x ^ 2 + 20 * x + 8 := by positivity
      have hs : 1 / (x + 1 + 1) ^ 4 ≤ 1 / (4 * ((x + 1) * (x + 1 + 1))) :=
        one_div_le_one_div_of_le (by positivity) (by nlinarith [hq])
      linarith
  cases n with
  | zero => norm_num
  | succ n =>
    have : 0 ≤ 1 / (4 * ((n : ℝ) + 1)) := by positivity
    linarith [h n]

/-- The squared ratio of an internal mode is at most
`(βω)⁴/256` times `1/k⁴ + 1/(P - k)⁴`. -/
theorem modeRatio_sq_le {β ω : ℝ} (hβ : 0 < β) (hω : 0 < ω) {P k : ℕ} (hk : 0 < k)
    (hkP : k < P) : modeRatio β ω P k ^ 2
      ≤ (β * ω) ^ 4 / 256 * (1 / (k : ℝ) ^ 4 + 1 / ((P : ℝ) - k) ^ 4) := by
  have h0 : (0 : ℝ) < k := by exact_mod_cast hk
  have h1 : (0 : ℝ) < P - k := sub_pos.2 (by exact_mod_cast hkP)
  have hw := freq_lower hβ hkP
  have gen : ∀ j : ℝ, 0 < j → 4 * j ≤ β * freq β P k →
      modeRatio β ω P k ^ 2 ≤ (β * ω) ^ 4 / 256 * (1 / j ^ 4) := by
    intro j hj hjw
    have a1 : 16 * j ^ 2 ≤ (β * freq β P k) ^ 2 := by nlinarith
    have a2 := mul_le_mul_of_nonneg_left a1 (sq_nonneg ω)
    have a3 : modeRatio β ω P k ≤ (β * ω) ^ 2 / (16 * j ^ 2) := by
      unfold modeRatio
      rw [div_le_div_iff₀ (by positivity) (by positivity)]
      nlinarith [a2, sq_nonneg (β * ω * ω)]
    calc modeRatio β ω P k ^ 2 ≤ ((β * ω) ^ 2 / (16 * j ^ 2)) ^ 2 :=
          pow_le_pow_left₀ (by unfold modeRatio; positivity) a3 2
      _ = (β * ω) ^ 4 / 256 * (1 / j ^ 4) := by ring
  have p0 : 0 ≤ (β * ω) ^ 4 / 256 * (1 / (k : ℝ) ^ 4) := by positivity
  have p1 : 0 ≤ (β * ω) ^ 4 / 256 * (1 / ((P : ℝ) - k) ^ 4) := by positivity
  rw [mul_add]
  rcases le_total (k : ℝ) (P - k) with h | h
  · rw [min_eq_left h] at hw
    linarith [gen _ h0 hw]
  · rw [min_eq_right h] at hw
    linarith [gen _ h1 hw]

/-- For independent standard normal amplitudes and every number of beads `P ≥ 1`, with `β` and `ω`
positive, the variance of the harmonic virial estimator lies between `2/β²` and `(2/β²)(1 +
(βω)⁴/100)`. -/
theorem virial_variance_bounded {β ω : ℝ} (hβ : 0 < β) (hω : 0 < ω) {P : ℕ} (hP : 1 ≤ P)
    {X : Fin P → Ω → ℝ} (hX : ∀ k, HasLaw (X k) (gaussianReal 0 1) μ) (hind : iIndepFun X μ) :
    2 / β ^ 2 ≤ variance (fun a => virialEstimator β ω (fun k => X k a)) μ ∧
    variance (fun a => virialEstimator β ω (fun k => X k a)) μ
      ≤ 2 / β ^ 2 * (1 + (β * ω) ^ 4 / 100) := by
  rw [virial_variance_eq β ω hX hind]
  clear hind hX X
  obtain ⟨n, rfl⟩ : ∃ n, P = n + 1 := ⟨P - 1, by omega⟩
  -- split off the centroid mode, whose ratio is one
  have hz : modeRatio β ω (n + 1) 0 = 1 := by simp [modeRatio, freq, hω.ne']
  rw [Finset.sum_range_succ', hz]
  have hpos : 0 ≤ ∑ k ∈ range n, modeRatio β ω (n + 1) (k + 1) ^ 2 :=
    Finset.sum_nonneg fun k _ => sq_nonneg _
  have hrefl : ∑ k ∈ range n, 1 / ((n : ℝ) - k) ^ 4 = ∑ k ∈ range n, 1 / ((k : ℝ) + 1) ^ 4 := by
    rw [← Finset.sum_range_reflect (fun k : ℕ => 1 / ((k : ℝ) + 1) ^ 4) n]
    refine Finset.sum_congr rfl fun k hk => ?_
    have hk' := Finset.mem_range.1 hk
    have h : (n - 1 - k) + 1 + k = n := by omega
    have h' : ((n - 1 - k : ℕ) : ℝ) + 1 + k = n := by exact_mod_cast h
    rw [← eq_sub_of_add_eq h']
  have hsum : ∑ k ∈ range n, modeRatio β ω (n + 1) (k + 1) ^ 2
      ≤ (β * ω) ^ 4 / 256 * (5 / 4 + 5 / 4) := by
    calc _ ≤ ∑ k ∈ range n, (β * ω) ^ 4 / 256 *
          (1 / ((k : ℝ) + 1) ^ 4 + 1 / ((n : ℝ) - k) ^ 4) := by
          refine Finset.sum_le_sum fun k hk => ?_
          have h := modeRatio_sq_le hβ hω (Nat.succ_pos k)
            (Nat.succ_lt_succ (Finset.mem_range.1 hk))
          simpa using h
      _ ≤ _ := by
          rw [← Finset.mul_sum, Finset.sum_add_distrib, hrefl]
          exact mul_le_mul_of_nonneg_left
            (add_le_add (sum_inv_fourth_le n) (sum_inv_fourth_le n)) (by positivity)
  have hc : 0 ≤ 2 / β ^ 2 := by positivity
  have h4 : 0 ≤ (β * ω) ^ 4 := by positivity
  constructor
  · exact le_mul_of_one_le_right hc (by linarith)
  · exact mul_le_mul_of_nonneg_left (by linarith) hc

/-- For two beads the squared mode ratios sum to `1 + ((βω)²/((βω)² + 16))²`. -/
theorem two_bead_sum {β ω : ℝ} (hβ : 0 < β) (hω : 0 < ω) :
    ∑ k ∈ range 2, modeRatio β ω 2 k ^ 2
      = 1 + ((β * ω) ^ 2 / ((β * ω) ^ 2 + 16)) ^ 2 := by
  have hz : modeRatio β ω 2 0 = 1 := by simp [modeRatio, freq, hω.ne']
  have hf : freq β 2 1 = 4 / β := by
    have e : Real.pi * ((1 : ℕ) : ℝ) / ((2 : ℕ) : ℝ) = Real.pi / 2 := by norm_num
    unfold freq
    rw [e, Real.sin_pi_div_two]
    push_cast
    ring
  have h1 : modeRatio β ω 2 1 = (β * ω) ^ 2 / ((β * ω) ^ 2 + 16) := by
    unfold modeRatio
    rw [hf, div_eq_div_iff (by positivity) (by positivity)]
    field_simp
    ring
  rw [Finset.sum_range_succ, Finset.sum_range_one, hz, h1, one_pow]

/-- A constant `c` that bounds the two-bead sum of squared mode ratios by `1 + c (βω)⁴` at all
temperatures and frequencies is at least `1/256`. -/
theorem two_bead_constant {c : ℝ} (h : ∀ β ω : ℝ, 0 < β → 0 < ω →
    ∑ k ∈ range 2, modeRatio β ω 2 k ^ 2 ≤ 1 + c * (β * ω) ^ 4) : 1 / 256 ≤ c := by
  have key : ∀ x : ℝ, 0 < x → 1 ≤ c * (x + 16) ^ 2 := by
    intro x hx
    have h1 := h 1 (√x) one_pos (Real.sqrt_pos.2 hx)
    have e4 : √x ^ 4 = x ^ 2 := by
      rw [show √x ^ 4 = (√x ^ 2) ^ 2 by ring, Real.sq_sqrt hx.le]
    rw [two_bead_sum one_pos (Real.sqrt_pos.2 hx), one_mul, Real.sq_sqrt hx.le, e4] at h1
    have h2 : (x / (x + 16)) ^ 2 ≤ c * x ^ 2 := by linarith
    rw [div_pow, div_le_iff₀ (by positivity)] at h2
    have hx2 : 0 < x ^ 2 := by positivity
    exact le_of_mul_le_mul_left (by linarith) hx2
  by_contra hc
  have hc' : c < 1 / 256 := lt_of_not_ge hc
  have c0 : 0 < c := by linarith [key 1 one_pos]
  -- test the bound at a small value of (βω)²
  obtain ⟨d, hd⟩ : ∃ d : ℝ, d = 1 - 256 * c := ⟨_, rfl⟩
  have d0 : 0 < d := by linarith
  have d1 : 0 < 1 - d := by linarith
  have h1 : c * (32 + d) < 1 := by nlinarith [mul_pos c0 d1]
  have h2 := mul_lt_mul_of_pos_left h1 d0
  nlinarith [key d d0, h2]

/-- The coordinates of a product of standard Gaussian measures are independent standard normal
variables. -/
theorem standard_normals_witness (P : ℕ) :
    (∀ k : Fin P, HasLaw (fun x : Fin P → ℝ => x k) (gaussianReal 0 1)
      (Measure.pi fun _ : Fin P => gaussianReal 0 1)) ∧
    iIndepFun (fun (k : Fin P) (x : Fin P → ℝ) => x k)
      (Measure.pi fun _ : Fin P => gaussianReal 0 1) := by
  constructor
  · intro k
    exact ⟨(measurable_pi_apply k).aemeasurable,
      (measurePreserving_eval (fun _ : Fin P => gaussianReal 0 1) k).map_eq⟩
  · exact iIndepFun_pi (X := fun (_ : Fin P) (y : ℝ) => y) (fun _ => aemeasurable_id)

end

end BoundedVirialVariance
```

```lean
#print axioms BoundedVirialVariance.virial_energy_normal_modes
#print axioms BoundedVirialVariance.virial_variance_bounded
#print axioms BoundedVirialVariance.two_bead_constant
```

```
'BoundedVirialVariance.virial_energy_normal_modes' depends on axioms: [propext, Classical.choice, Quot.sound]
'BoundedVirialVariance.virial_variance_bounded' depends on axioms: [propext, Classical.choice, Quot.sound]
'BoundedVirialVariance.two_bead_constant' depends on axioms: [propext, Classical.choice, Quot.sound]
```

## How the lemmas follow the derivation

`gaussian_moments` differentiates the generating function, and `variance_sq_normal` transfers the result to any variable with the standard normal law. `virial_variance_eq` adds the mode variances through `IndepFun.variance_sum`. `freq_lower`, `modeRatio_sq_le` and `sum_inv_fourth_le` are the three estimates for the internal modes. `virial_variance_bounded` splits off the centroid, shifts the index so that `k + 1` labels an internal mode, and reverses one of the two sums.

The uniformity in $P$ turns on Mathlib's `Real.mul_le_sin`, the chord inequality for the sine. Inside `freq_lower` it is applied to a real number `j`, so the same statement `key` serves both $k$ and $P-k$; `Real.sin_pi_sub` reflects the second case. The factor $P$ in the frequency cancels the $1/P$ in the angle, leaving $4j$.

## What the theorem covers

In `virial_variance_bounded`, `HasLaw (X k) (gaussianReal 0 1) μ` says that each amplitude is normally distributed with mean 0 and variance 1, and `iIndepFun X μ` says that they are jointly independent. These hypotheses stand for exact Boltzmann sampling of the harmonic ring polymer; `standard_normals_witness` supplies variables that satisfy them. `virial_energy_normal_modes` checks the thermal scaling, but the transformation from beads to modes and the Boltzmann distribution itself are not derived.

The bound concerns a single configuration. Successive configurations of a trajectory are correlated, so its error bar also needs the correlation time. Anharmonic potentials are not covered. At low temperature the bound can be crude: each $r_k\le1$, so the variance is also at most $2P/\beta^2$, which is the smaller bound once $(\beta\omega)^4>100(P-1)$.
